# With a level off the chemical potential, the LNV functional of flatness m has a local minimum at the ground-state occupations exactly when m is odd

Let ε_i be the energies of finitely many non-interacting levels, labelled by i in a finite type `ι`, and let μ be a fixed chemical potential. A trial state is a list of real numbers x_i, the occupations of the energy eigenstates. They are free to leave the interval [0,1], as they can in an unconstrained minimisation, and their sum is not fixed. Energies are plain real numbers, with no spin factor.

In Lean 4 with Mathlib:

```lean
import Mathlib

open Filter Topology Set

namespace HigherOrderLNV

noncomputable section
```

The natural number m, called the flatness, sets the order to which the following weight vanishes at the occupations 0 and 1:

w_m(t) = t^m (1 − t)^m

```lean
/-- The weight `t^m (1-t)^m`, which vanishes to order `m` at the occupations 0 and 1. -/
def flatWeight (m : ℕ) (t : ℝ) : ℝ := t ^ m * (1 - t) ^ m
```

Its normalised integral is the purification function p_m:

p_m(x) = (1/N_m) ∫₀ˣ w_m(t) dt,  N_m = ∫₀¹ w_m(t) dt

Thus p_m(0) = 0 and p_m(1) = 1, and the slope of p_m is proportional to w_m. The case m = 1 is the familiar 3x² − 2x³.

```lean
/-- The purification function of flatness `m`: the integral of the weight from 0 to `x`,
divided by its integral from 0 to 1. -/
def purifier (m : ℕ) (x : ℝ) : ℝ :=
  (∫ t in (0 : ℝ)..x, flatWeight m t) / (∫ t in (0 : ℝ)..1, flatWeight m t)
```

The ground-state occupations are n_i = 1 if ε_i < μ and n_i = 0 otherwise. A level exactly at μ is therefore empty by convention.

```lean
/-- Ground-state occupations: levels below the chemical potential are filled, others empty. -/
def groundOcc {ι : Type*} (ε : ι → ℝ) (μ : ℝ) (i : ι) : ℝ :=
  if ε i < μ then 1 else 0
```

The functional, of Li–Nunes–Vanderbilt (LNV) type, is

Ω(x) = Σ_i (ε_i − μ) p_m(x_i)

At x = n it equals the sum of ε_i − μ over the filled levels, which is the zero-temperature grand potential. The LNV method varies a whole trial density matrix and evaluates the energy with its purified image; here only the eigenvalues x_i of the trial matrix vary, with the eigenvectors held at those of the Hamiltonian. The x_i are thus trial occupations, and the numbers that weight the level energies are the purified occupations p_m(x_i).

```lean
/-- The LNV functional of flatness `m` for occupations `x` of the energy eigenstates. -/
def lnv {ι : Type*} [Fintype ι] (m : ℕ) (ε : ι → ℝ) (μ : ℝ) (x : ι → ℝ) : ℝ :=
  ∑ i, (ε i - μ) * purifier m (x i)
```

## The sign of the weight decides whether p_m rises or falls

The weight is a polynomial, hence continuous and integrable on every bounded interval.

```lean
lemma continuous_flatWeight (m : ℕ) : Continuous (flatWeight m) := by
  show Continuous (fun t : ℝ => t ^ m * (1 - t) ^ m)
  fun_prop
```

For 0 < t < 1 both factors of w_m(t) are positive, so N_m > 0.

```lean
lemma norm_pos (m : ℕ) : 0 < ∫ t in (0 : ℝ)..1, flatWeight m t :=
  intervalIntegral.intervalIntegral_pos_of_pos_on
    ((continuous_flatWeight m).intervalIntegrable 0 1)
    (fun t ht => mul_pos (pow_pos ht.1 m) (pow_pos (by linarith [ht.2]) m)) one_pos
```

Integrals over adjacent intervals add:

∫₀ᵃ w_m dt + ∫ₐᵇ w_m dt = ∫₀ᵇ w_m dt

```lean
lemma integral_split (m : ℕ) (a b : ℝ) :
    (∫ t in (0 : ℝ)..a, flatWeight m t) + (∫ t in a..b, flatWeight m t)
      = ∫ t in (0 : ℝ)..b, flatWeight m t :=
  intervalIntegral.integral_add_adjacent_intervals
    ((continuous_flatWeight m).intervalIntegrable 0 a)
    ((continuous_flatWeight m).intervalIntegrable a b)
```

Dividing by N_m gives, for a < b,

p_m(b) − p_m(a) = (1/N_m) ∫ₐᵇ w_m(t) dt

If w_m > 0 on the open interval (a,b), the right-hand side is positive and p_m(a) < p_m(b).

```lean
/-- The purification function rises across an interval on which its weight is positive. -/
theorem purifier_rise {m : ℕ} {a b : ℝ} (hab : a < b)
    (h : ∀ t ∈ Ioo a b, 0 < t ^ m * (1 - t) ^ m) : purifier m a < purifier m b := by
  have h1 : 0 < ∫ t in a..b, flatWeight m t :=
    intervalIntegral.intervalIntegral_pos_of_pos_on
      ((continuous_flatWeight m).intervalIntegrable a b) h hab
  exact div_lt_div_of_pos_right (by linarith [integral_split m a b]) (norm_pos m)
```

If w_m < 0 there, the same argument applied to −w_m gives p_m(b) < p_m(a).

```lean
/-- The purification function falls across an interval on which its weight is negative. -/
theorem purifier_fall {m : ℕ} {a b : ℝ} (hab : a < b)
    (h : ∀ t ∈ Ioo a b, t ^ m * (1 - t) ^ m < 0) : purifier m b < purifier m a := by
  have hn : Continuous (fun t => -flatWeight m t) := (continuous_flatWeight m).neg
  have h1 : 0 < ∫ t in a..b, -flatWeight m t :=
    intervalIntegral.intervalIntegral_pos_of_pos_on (hn.intervalIntegrable a b)
      (fun t ht => neg_pos.2 (h t ht)) hab
  rw [intervalIntegral.integral_neg] at h1
  exact div_lt_div_of_pos_right (by linarith [integral_split m a b]) (norm_pos m)
```

## Odd flatness turns 0 into a minimum and 1 into a maximum

Let m be odd. For t < 0 we have t^m < 0 and (1 − t)^m > 0, so p_m falls on the way up to 0. For 0 < t < 1 the weight is positive and p_m rises. Hence p_m(0) < p_m(x) whenever 0 < |x| < 1. The two cases in the proof are x < 0 and x > 0.

```lean
/-- For odd flatness, the purification function has a strict minimum at 0 among occupations
between -1 and 1. -/
theorem odd_min_at_zero {m : ℕ} (hm : Odd m) {x : ℝ} (hx : |x| < 1) (h0 : x ≠ 0) :
    purifier m 0 < purifier m x := by
  obtain ⟨_, h2⟩ := abs_lt.1 hx
  rcases lt_or_gt_of_ne h0 with h | h
  · exact purifier_fall h fun t ht =>
      mul_neg_of_neg_of_pos (hm.pow_neg ht.2) (pow_pos (by linarith [ht.2]) m)
  · exact purifier_rise h fun t ht =>
      mul_pos (pow_pos ht.1 m) (pow_pos (by linarith [ht.2]) m)
```

At 1 it is the factor (1 − t)^m that changes sign. The function rises up to 1 and falls beyond it, so p_m(x) < p_m(1) whenever 0 < |x − 1| < 1.

```lean
/-- For odd flatness, the purification function has a strict maximum at 1 among occupations
between 0 and 2. -/
theorem odd_max_at_one {m : ℕ} (hm : Odd m) {x : ℝ} (hx : |x - 1| < 1) (h1 : x ≠ 1) :
    purifier m x < purifier m 1 := by
  obtain ⟨h2, _⟩ := abs_lt.1 hx
  rcases lt_or_gt_of_ne h1 with h | h
  · exact purifier_rise h fun t ht =>
      mul_pos (pow_pos (by linarith [ht.1]) m) (pow_pos (by linarith [ht.2]) m)
  · exact purifier_fall h fun t ht =>
      mul_neg_of_pos_of_neg (pow_pos (by linarith [ht.1]) m)
        (hm.pow_neg (by linarith [ht.1]))
```

## Even flatness leaves a downhill direction

Let m be even and consider an empty level at height k = ε − μ > 0. For t < 0 both t^m and (1 − t)^m are positive, so p_m is still rising as it passes through 0. Every y < 0 then gives

k p_m(y) < k p_m(0) = 0

`IsLocalMin` says that, throughout some neighbourhood of the point, the function is nowhere smaller than at the point itself. Every neighbourhood of 0 contains a negative y, and the proof picks one to obtain the contradiction.

```lean
/-- For even flatness, the energy of a level above the chemical potential has no local
minimum at occupation 0. -/
theorem even_empty_level {m : ℕ} (hm : Even m) {k : ℝ} (hk : 0 < k) :
    ¬ IsLocalMin (fun x => k * purifier m x) 0 := by
  intro h
  have h0 : ∀ᶠ y in 𝓝 (0 : ℝ), k * purifier m 0 ≤ k * purifier m y := h
  -- a slightly negative occupation lowers the energy
  obtain ⟨y, hy, hy0⟩ :=
    ((h0.filter_mono (nhdsWithin_le_nhds (s := Iio 0))).and self_mem_nhdsWithin).exists
  have hlt : purifier m y < purifier m 0 := purifier_rise hy0 fun t ht =>
    mul_pos (hm.pow_pos ht.2.ne) (pow_pos (by linarith [ht.2]) m)
  exact absurd hy (not_le_of_gt (mul_lt_mul_of_pos_left hlt hk))
```

For a filled level, k < 0, the same happens on the other side of 1. Any y > 1 has p_m(y) > p_m(1), and multiplying by the negative k lowers the energy.

```lean
/-- For even flatness, the energy of a level below the chemical potential has no local
minimum at occupation 1. -/
theorem even_filled_level {m : ℕ} (hm : Even m) {k : ℝ} (hk : k < 0) :
    ¬ IsLocalMin (fun x => k * purifier m x) 1 := by
  intro h
  have h0 : ∀ᶠ y in 𝓝 (1 : ℝ), k * purifier m 1 ≤ k * purifier m y := h
  -- an occupation slightly above one lowers the energy
  obtain ⟨y, hy, hy1⟩ :=
    ((h0.filter_mono (nhdsWithin_le_nhds (s := Ioi 1))).and self_mem_nhdsWithin).exists
  have hlt : purifier m 1 < purifier m y := purifier_rise hy1 fun t ht =>
    mul_pos (pow_pos (by linarith [ht.1]) m)
      (hm.pow_pos (by linarith [ht.1] : 1 - t < 0).ne)
  exact absurd hy (not_le_of_gt (mul_lt_mul_of_neg_left hlt hk))
```

## From one level to the whole functional

Return to odd m and take a level with ε_i ≠ μ. If ε_i < μ, then n_i = 1 is a maximum of p_m and the prefactor is negative; if ε_i > μ, then n_i = 0 is a minimum and the prefactor is positive. In both cases

(ε_i − μ) p_m(n_i) < (ε_i − μ) p_m(y) for 0 < |y − n_i| < 1

```lean
lemma term_lt {ι : Type*} {m : ℕ} (hm : Odd m) (ε : ι → ℝ) (μ : ℝ) {i : ι}
    (hi : ε i ≠ μ) {y : ℝ} (hy : |y - groundOcc ε μ i| < 1) (hne : y ≠ groundOcc ε μ i) :
    (ε i - μ) * purifier m (groundOcc ε μ i) < (ε i - μ) * purifier m y := by
  rcases lt_or_gt_of_ne hi with h | h
  · have e : groundOcc ε μ i = 1 := by simp [groundOcc, h]
    rw [e] at hy hne ⊢
    exact mul_lt_mul_of_neg_left (odd_max_at_one hm hy hne) (sub_neg.2 h)
  · have e : groundOcc ε μ i = 0 := by simp [groundOcc, le_of_lt h]
    rw [e] at hy hne ⊢
    rw [sub_zero] at hy
    exact mul_lt_mul_of_pos_left (odd_min_at_zero hm hy hne) (sub_pos.2 h)
```

With ≤ in place of <, the inequality also holds for y = n_i, and for a level at μ, where both sides are zero.

```lean
lemma term_le {ι : Type*} {m : ℕ} (hm : Odd m) (ε : ι → ℝ) (μ : ℝ) (i : ι)
    {y : ℝ} (hy : |y - groundOcc ε μ i| < 1) :
    (ε i - μ) * purifier m (groundOcc ε μ i) ≤ (ε i - μ) * purifier m y := by
  by_cases hi : ε i = μ
  · simp [hi]
  by_cases hne : y = groundOcc ε μ i
  · rw [hne]
  exact (term_lt hm ε μ hi hy hne).le
```

Now suppose that no level lies at μ; this is the hypothesis `gap`. If x ≠ n and every |x_i − n_i| < 1, then each term of Ω(x) is at least its ground-state value, and a term with x_i ≠ n_i is strictly larger. Summing gives Ω(n) < Ω(x).

```lean
/-- With no level at the chemical potential and odd flatness, the ground-state occupations
give a strictly lower functional than any others deviating by less than one in each level. -/
theorem lnv_strict_min {ι : Type*} [Fintype ι] {m : ℕ} (hm : Odd m) (ε : ι → ℝ) (μ : ℝ)
    (gap : ∀ i, ε i ≠ μ) {x : ι → ℝ} (hx : ∀ i, |x i - groundOcc ε μ i| < 1)
    (hne : x ≠ groundOcc ε μ) : lnv m ε μ (groundOcc ε μ) < lnv m ε μ x := by
  obtain ⟨i, hi⟩ := Function.ne_iff.1 hne
  exact Finset.sum_lt_sum (fun j _ => term_le hm ε μ j (hx j))
    ⟨i, Finset.mem_univ i, term_lt hm ε μ (gap i) (hx i) hi⟩
```

Without `gap` the strict inequality can fail. For a single level with ε = μ, Ω is identically zero, so x = 1/2 does as well as n = 0.

Once at least one level lies off μ, the parity of m decides whether n is a local minimum, in the non-strict sense of `IsLocalMin`. If m is odd, the term-by-term inequality holds throughout the ball of radius one around n, where distance means the largest deviation in any level. If m is even, choose i with ε_i ≠ μ and change only its occupation, to y. All other terms cancel:

Ω(n with n_i replaced by y) − Ω(n) = (ε_i − μ) [p_m(y) − p_m(n_i)]

A local minimum of Ω at n would thus give a local minimum of the single-level energy at n_i, which has just been excluded. In the code `Function.update` makes the replacement, and its continuity in y carries the neighbourhood of n back to a neighbourhood of n_i.

```lean
/-- If some level lies off the chemical potential, the LNV functional of flatness `m` has a
local minimum at the ground-state occupations exactly when `m` is odd. -/
theorem lnv_isLocalMin_iff_odd {ι : Type*} [Fintype ι] (m : ℕ) (ε : ι → ℝ) (μ : ℝ)
    (hε : ∃ i, ε i ≠ μ) : IsLocalMin (lnv m ε μ) (groundOcc ε μ) ↔ Odd m := by
  classical
  constructor
  · intro h
    by_contra ho
    have hm : Even m := Nat.not_odd_iff_even.1 ho
    obtain ⟨i, hi⟩ := hε
    have h0 : ∀ᶠ x in 𝓝 (groundOcc ε μ), lnv m ε μ (groundOcc ε μ) ≤ lnv m ε μ x := h
    have hc : Continuous (fun y : ℝ => Function.update (groundOcc ε μ) i y) :=
      continuous_const.update i continuous_id
    have hT := hc.tendsto (groundOcc ε μ i)
    simp only [Function.update_eq_self] at hT
    -- vary the occupation of level i alone
    have h1 : ∀ᶠ y in 𝓝 (groundOcc ε μ i),
        (ε i - μ) * purifier m (groundOcc ε μ i) ≤ (ε i - μ) * purifier m y := by
      filter_upwards [hT.eventually h0] with y hy
      have hd : lnv m ε μ (Function.update (groundOcc ε μ) i y) - lnv m ε μ (groundOcc ε μ)
          = (ε i - μ) * purifier m y - (ε i - μ) * purifier m (groundOcc ε μ i) := by
        unfold lnv
        rw [← Finset.sum_sub_distrib, Finset.sum_eq_single i]
        · simp only [Function.update_self]
        · intro j _ hj
          simp only [Function.update_of_ne hj, sub_self]
        · intro hn
          exact absurd (Finset.mem_univ i) hn
      linarith
    rcases lt_or_gt_of_ne hi with hl | hl
    · have e : groundOcc ε μ i = 1 := by simp [groundOcc, hl]
      rw [e] at h1
      exact even_filled_level hm (sub_neg.2 hl) h1
    · have e : groundOcc ε μ i = 0 := by simp [groundOcc, le_of_lt hl]
      rw [e] at h1
      exact even_empty_level hm (sub_pos.2 hl) h1
  · intro hm
    have h1 : ∀ᶠ x in 𝓝 (groundOcc ε μ), lnv m ε μ (groundOcc ε μ) ≤ lnv m ε μ x := by
      filter_upwards [Metric.ball_mem_nhds (groundOcc ε μ) one_pos] with x hx
      have hx' := (dist_pi_lt_iff one_pos).1 (Metric.mem_ball.1 hx)
      exact Finset.sum_le_sum fun i _ =>
        term_le hm ε μ i (by simpa only [Real.dist_eq] using hx' i)
    exact h1
```

The same single level at μ shows the role of `hε`: Ω = 0 has a local minimum everywhere, even for m = 2.

## The quintic and the septic

To identify p_m with an explicit polynomial q, it suffices that q′ = c w_m for some constant c, q(0) = 0 and q(1) = 1. Integrating from 0 gives

c ∫₀ˣ w_m(t) dt = q(x),  and at x = 1,  c N_m = 1

Hence p_m(x) = q(x).

```lean
lemma purifier_eq {m : ℕ} {q : ℝ → ℝ} {c : ℝ}
    (hq : ∀ t, HasDerivAt q (c * flatWeight m t) t) (q0 : q 0 = 0) (q1 : q 1 = 1) (x : ℝ) :
    purifier m x = q x := by
  have key : ∀ y : ℝ, c * (∫ t in (0 : ℝ)..y, flatWeight m t) = q y := by
    intro y
    have hc : Continuous (fun t => c * flatWeight m t) :=
      continuous_const.mul (continuous_flatWeight m)
    rw [← intervalIntegral.integral_const_mul,
      intervalIntegral.integral_eq_sub_of_hasDerivAt (fun t _ => hq t)
        (hc.intervalIntegrable 0 y), q0, sub_zero]
  have h1 := key 1
  rw [q1] at h1
  unfold purifier
  rw [div_eq_iff (norm_pos m).ne']
  linear_combination (∫ t in (0 : ℝ)..1, flatWeight m t) * key x
    - (∫ t in (0 : ℝ)..x, flatWeight m t) * h1
```

For q = 10x³ − 15x⁴ + 6x⁵ the endpoint values are 0 and 1, and

q′ = 30x² − 60x³ + 30x⁴ = 30 x²(1 − x)²

so q = p_2.

```lean
/-- The purification function of flatness 2 is the quintic `10x³ - 15x⁴ + 6x⁵`. -/
theorem purifier_two (x : ℝ) : purifier 2 x = 10 * x ^ 3 - 15 * x ^ 4 + 6 * x ^ 5 := by
  refine purifier_eq (q := fun x => 10 * x ^ 3 - 15 * x ^ 4 + 6 * x ^ 5) (c := 30)
    (fun t => ?_) (by norm_num) (by norm_num) x
  exact ((((hasDerivAt_pow 3 t).const_mul (10 : ℝ)).fun_sub
    ((hasDerivAt_pow 4 t).const_mul (15 : ℝ))).fun_add
    ((hasDerivAt_pow 5 t).const_mul (6 : ℝ))).congr_deriv (by
      simp only [flatWeight, Nat.reduceSub, Nat.cast_ofNat]; ring)
```

For q = 35x⁴ − 84x⁵ + 70x⁶ − 20x⁷ the endpoint values are again 0 and 1, and

q′ = 140x³ − 420x⁴ + 420x⁵ − 140x⁶ = 140 x³(1 − x)³

so q = p_3.

```lean
/-- The purification function of flatness 3 is the septic `35x⁴ - 84x⁵ + 70x⁶ - 20x⁷`. -/
theorem purifier_three (x : ℝ) :
    purifier 3 x = 35 * x ^ 4 - 84 * x ^ 5 + 70 * x ^ 6 - 20 * x ^ 7 := by
  refine purifier_eq (q := fun x => 35 * x ^ 4 - 84 * x ^ 5 + 70 * x ^ 6 - 20 * x ^ 7)
    (c := 140) (fun t => ?_) (by norm_num) (by norm_num) x
  exact (((((hasDerivAt_pow 4 t).const_mul (35 : ℝ)).fun_sub
    ((hasDerivAt_pow 5 t).const_mul (84 : ℝ))).fun_add
    ((hasDerivAt_pow 6 t).const_mul (70 : ℝ))).fun_sub
    ((hasDerivAt_pow 7 t).const_mul (20 : ℝ))).congr_deriv (by
      simp only [flatWeight, Nat.reduceSub, Nat.cast_ofNat]; ring)
```

For an empty level at height k > 0, the even case with m = 2 shows that k p_2 has no local minimum at 0. The odd case with m = 3 gives k p_3(x) > 0 for 0 < |x| < 1; since k p_3(0) = 0, this is a strict local minimum. The leading terms show the difference: 10k x³ changes sign at 0, whereas 35k x⁴ does not.

```lean
/-- For a level at height `k > 0` above the chemical potential, the quintic functional has no
local minimum at occupation 0, while the septic one is positive whenever `0 < |x| < 1`. -/
theorem quintic_fails_septic_works {k : ℝ} (hk : 0 < k) :
    ¬ IsLocalMin (fun x : ℝ => k * (10 * x ^ 3 - 15 * x ^ 4 + 6 * x ^ 5)) 0 ∧
    ∀ x : ℝ, |x| < 1 → x ≠ 0 →
      0 < k * (35 * x ^ 4 - 84 * x ^ 5 + 70 * x ^ 6 - 20 * x ^ 7) := by
  constructor
  · have h := even_empty_level (m := 2) (by decide) hk
    simpa only [purifier_two] using h
  · intro x hx h0
    have h := odd_min_at_zero (m := 3) (by decide) hx h0
    rw [purifier_three, purifier_three] at h
    exact mul_pos hk (by linarith)

end

end HigherOrderLNV
```

The septic is not positive for every x ≠ 0, although the bound |x| < 1 is not the widest possible. At x = 2,

p_3(2) = 16 (35 − 168 + 280 − 160) = −208

so a level at height k > 0 with trial occupation 2 contributes −208k to Ω, far below its ground-state contribution of zero.

For linear-scaling electronic structure, the result shows, within this non-interacting model with fixed eigenvectors, that making a purification polynomial flatter at 0 and 1 does not by itself make the ground state a minimum of the functional. The failure for even m would persist in a minimisation over all symmetric matrices, since these include the diagonal trial states used here. Stability for odd m against rotations of the eigenvectors is a separate question, as are self-consistency and the truncation of the density matrix, none of which the theorems address.

```lean
#print axioms HigherOrderLNV.lnv_strict_min
-- 'HigherOrderLNV.lnv_strict_min' depends on axioms: [propext, Classical.choice, Quot.sound]
#print axioms HigherOrderLNV.lnv_isLocalMin_iff_odd
-- 'HigherOrderLNV.lnv_isLocalMin_iff_odd' depends on axioms: [propext, Classical.choice, Quot.sound]
#print axioms HigherOrderLNV.quintic_fails_septic_works
-- 'HigherOrderLNV.quintic_fails_septic_works' depends on axioms: [propext, Classical.choice, Quot.sound]
```
